# The Langevin capture rate for a charge–induced-dipole attraction does not depend on speed

An ion of charge $q$ and a neutral molecule of isotropic polarisability $\alpha$ approach each other from far apart with initial relative speed $v$ and reduced mass $m$ (often written $\mu$), and their motion is treated classically. Their collision energy is $E = mv^2/2$, and their impact parameter $b$ is the distance by which they would miss each other if there were no force. Units are Gaussian, and $q$ is the magnitude of the full charge, not a number of elementary charges.

At separation $r$ the ion's field $q/r^2$ induces a dipole, with interaction energy $-\tfrac12\alpha(q/r^2)^2$. The angular momentum $mvb$ adds the centrifugal energy $(mvb)^2/(2mr^2) = Eb^2/r^2$. The effective radial potential is therefore

$$V(r) = \frac{E b^2}{r^2} - \frac{\alpha q^2}{2r^4},$$

and the radial motion obeys $\tfrac12 m\dot r^2 = E - V(r)$. The pair is *captured* if $V(r) < E$ for every $r>0$, so that the inward motion meets no turning point. The capture cross-section $\sigma$ is the area of the set of impact vectors, in the plane perpendicular to the incoming velocity, that lead to capture.

For $E, b, \alpha, q > 0$, $V$ has a unique maximum on $r>0$, and it lies below $E$ exactly when $b^4 < 2\alpha q^2/E$. The cross-section is $\sigma = \pi\sqrt{2\alpha q^2/E}$. The capture rate in the title is the rate coefficient $v\sigma$, which gives the captures per unit time for one ion when multiplied by the number density of the molecules. It equals $2\pi q\sqrt{\alpha/m}$ at every speed $v > 0$.

## From the centrifugal barrier to the rate

Differentiation gives

$$V'(r) = -\frac{2Eb^2}{r^3} + \frac{2\alpha q^2}{r^5} = \frac{2(\alpha q^2 - Eb^2r^2)}{r^5},$$

which vanishes for $r>0$ only at $r_b = \sqrt{\alpha q^2/(Eb^2)}$. There $Eb^2/r_b^2 = E^2b^4/(\alpha q^2)$, and the attractive term removes half of this, so the height is $V_b = E^2b^4/(2\alpha q^2)$. Completing the square,

$$V_b - V(r) = \frac{E^2b^4}{2\alpha q^2} - \frac{Eb^2}{r^2} + \frac{\alpha q^2}{2r^4} = \frac{(\alpha q^2 - Eb^2r^2)^2}{2\alpha q^2 r^4}.$$

The right-hand side is positive except at $r_b$, so $r_b$ is the unique global maximum.

For $b>0$, capture thus means $V_b < E$. Multiplying by $2\alpha q^2$ and dividing by $E^2$ turns this into $b^4 < 2\alpha q^2/E$. For $b=0$ the potential is negative everywhere, so the pair is captured, and the inequality holds as well.

The capturing impact vectors fill an open disc of radius $b_c = (2\alpha q^2/E)^{1/4}$, whose area is $\pi b_c^2 = \pi\sqrt{2\alpha q^2/E}$. With $E = mv^2/2$,

$$\sigma = \pi\sqrt{\frac{4\alpha q^2}{mv^2}} = \frac{2\pi q}{v}\sqrt{\frac{\alpha}{m}},$$

and multiplication by $v$ removes the speed.

For a given charge and reduced mass, a polarisability from an electronic-structure calculation thus fixes the capture rate within this classical model, which has a point charge, no permanent dipole or quadrupole, and no short-range forces.

## Potential, capture and area as Lean definitions

```lean
import Mathlib

open MeasureTheory

namespace LangevinCapture

noncomputable section
```

All quantities are real numbers, and units are not tracked. The potential is a function of $r$ with $E$, $b$, $\alpha$ and $q$ as parameters.

```lean
/-- Effective radial potential at separation `r > 0` for collision energy `E`, impact parameter
`b`, ion charge `q` and polarisability `α`: centrifugal term plus charge-induced-dipole
attraction, in Gaussian units. -/
def effectivePotential (E b α q r : ℝ) : ℝ :=
  E * b ^ 2 / r ^ 2 - α * q ^ 2 / (2 * r ^ 4)
```

The next two definitions are $r_b$ and $V_b$. That they are the position and height of a maximum is proved later.

```lean
/-- The separation `√(α q² / (E b²))`, defined for `E, b, α > 0`. -/
def barrierRadius (E b α q : ℝ) : ℝ :=
  Real.sqrt (α * q ^ 2 / (E * b ^ 2))

/-- The energy `E² b⁴ / (2 α q²)`, defined for `α` and `q` nonzero. -/
def barrierHeight (E b α q : ℝ) : ℝ :=
  E ^ 2 * b ^ 4 / (2 * α * q ^ 2)
```

Capture is stated as an inequality at every positive separation, without reference to the barrier. The strict sign excludes the limiting case in which the energy just equals the barrier height.

```lean
/-- Capture: the collision energy exceeds the effective potential at every separation, so the
inward radial motion has no turning point. -/
def IsCaptured (E b α q : ℝ) : Prop :=
  ∀ r : ℝ, 0 < r → effectivePotential E b α q r < E
```

The cross-section is not postulated as $\pi b_c^2$. An impact vector `x` lies in the Euclidean plane, its norm `‖x‖` is the impact parameter, and `volume` is Lebesgue area, which `toReal` converts to a real number.

```lean
/-- Capture cross-section: the area of the set of impact vectors, in the plane perpendicular to
the incoming velocity, that lead to capture. -/
def crossSection (E α q : ℝ) : ℝ :=
  (volume {x : EuclideanSpace ℝ (Fin 2) | IsCaptured E ‖x‖ α q}).toReal
```

These definitions concern capture alone. Reading the result as a reaction rate adds the assumption that a pair reacts exactly when it is captured.

## The unique maximum

The first theorem is the formula for $V'(r)$. It differentiates the two quotients separately, and `field_simp` and `ring` bring the difference to the stated form.

```lean
/-- The slope of the effective potential at a nonzero separation `r` is
`2 (α q² - E b² r²) / r⁵`. -/
theorem hasDerivAt_effectivePotential (E b α q : ℝ) {r : ℝ} (hr : r ≠ 0) :
    HasDerivAt (effectivePotential E b α q)
      (2 * (α * q ^ 2 - E * b ^ 2 * r ^ 2) / r ^ 5) r := by
  have p2 : HasDerivAt (fun y : ℝ => y ^ 2) (2 * r) r := by
    simpa using hasDerivAt_pow 2 r
  have p4 : HasDerivAt (fun y : ℝ => y ^ 4) (4 * r ^ 3) r := by
    simpa using hasDerivAt_pow 4 r
  have h1 := (hasDerivAt_const r (E * b ^ 2)).fun_div p2 (pow_ne_zero 2 hr)
  have h2 := (hasDerivAt_const r (α * q ^ 2)).fun_div (p4.const_mul 2)
    (mul_ne_zero two_ne_zero (pow_ne_zero 4 hr))
  refine (h1.fun_sub h2).congr_deriv ?_
  field_simp
  ring
```

Here `HasDerivAt (effectivePotential E b α q) 0 r` says that the slope at $r$ is zero. In the forward direction, uniqueness of the derivative makes the fraction vanish. Since $r^5 \neq 0$, its numerator is zero, and solving for $r$ gives $r_b$. The converse substitutes $r_b$ into the slope.

```lean
/-- For positive `E, b, α, q`, centrifugal repulsion and induction attraction balance at a
separation `r > 0` exactly when `r` is the barrier radius. -/
theorem force_balance_iff {E b α q r : ℝ} (hE : 0 < E) (hb : 0 < b) (hα : 0 < α)
    (hq : 0 < q) (hr : 0 < r) :
    HasDerivAt (effectivePotential E b α q) 0 r ↔ r = barrierRadius E b α q := by
  have hd := hasDerivAt_effectivePotential E b α q hr.ne'
  constructor
  · intro h
    -- the slope is unique, so its numerator vanishes
    have h0 := hd.unique h
    rw [div_eq_zero_iff] at h0
    have h1 : α * q ^ 2 = r ^ 2 * (E * b ^ 2) := by
      rcases h0 with h0 | h0
      · linarith
      · exact absurd h0 (pow_ne_zero 5 hr.ne')
    have hne : E * b ^ 2 ≠ 0 := by positivity
    rw [barrierRadius, h1, mul_div_assoc, div_self hne, mul_one, Real.sqrt_sq hr.le]
  · intro h
    have h1 : E * b ^ 2 * r ^ 2 = α * q ^ 2 := by
      rw [h, barrierRadius, Real.sq_sqrt (by positivity)]
      field_simp
    refine hd.congr_deriv ?_
    rw [h1, sub_self, mul_zero, zero_div]
```

The completed square is an algebraic identity and needs only nonzero $\alpha$, $q$ and $r$.

```lean
/-- For nonzero `α`, `q` and `r`, the effective potential lies below the barrier height by
`(α q² - E b² r²)² / (2 α q² r⁴)`. -/
theorem barrierHeight_sub (E b : ℝ) {α q r : ℝ} (hα : α ≠ 0) (hq : q ≠ 0) (hr : r ≠ 0) :
    barrierHeight E b α q - effectivePotential E b α q r
      = (α * q ^ 2 - E * b ^ 2 * r ^ 2) ^ 2 / (2 * α * q ^ 2 * r ^ 4) := by
  unfold barrierHeight effectivePotential
  field_simp
  ring
```

The theorem on the maximum has three parts: $r_b$ is positive, $V(r_b) = V_b$, and $V(r) < V_b$ at every other positive $r$. The second part holds because the square vanishes at $r_b$. For the third, a vanishing square would make the slope zero, and `force_balance_iff` would then force $r = r_b$.

```lean
/-- For positive `E, b, α, q`, the effective potential on `r > 0` has a unique maximum: it equals
the barrier height at the barrier radius and is strictly lower at every other separation. -/
theorem unique_maximum {E b α q : ℝ} (hE : 0 < E) (hb : 0 < b) (hα : 0 < α) (hq : 0 < q) :
    0 < barrierRadius E b α q ∧
    effectivePotential E b α q (barrierRadius E b α q) = barrierHeight E b α q ∧
    ∀ r : ℝ, 0 < r → r ≠ barrierRadius E b α q →
      effectivePotential E b α q r < barrierHeight E b α q := by
  have h0 : 0 < barrierRadius E b α q := Real.sqrt_pos.mpr (by positivity)
  refine ⟨h0, ?_, ?_⟩
  · have h1 : E * b ^ 2 * barrierRadius E b α q ^ 2 = α * q ^ 2 := by
      rw [barrierRadius, Real.sq_sqrt (by positivity)]
      field_simp
    have h2 := barrierHeight_sub E b hα.ne' hq.ne' h0.ne'
    rw [h1, sub_self, zero_pow two_ne_zero, zero_div] at h2
    linarith
  · intro r hr hne
    -- away from the barrier radius the square is strictly positive
    have h1 : α * q ^ 2 - E * b ^ 2 * r ^ 2 ≠ 0 := by
      intro h
      apply hne
      rw [← force_balance_iff hE hb hα hq hr]
      refine (hasDerivAt_effectivePotential E b α q hr.ne').congr_deriv ?_
      rw [h, mul_zero, zero_div]
    have h2 := barrierHeight_sub E b hα.ne' hq.ne' hr.ne'
    have h3 : 0 < (α * q ^ 2 - E * b ^ 2 * r ^ 2) ^ 2 / (2 * α * q ^ 2 * r ^ 4) := by
      positivity
    linarith
```

## The capture criterion, the disc and the rate

Comparing the barrier height with $E$ amounts to clearing denominators and cancelling one positive factor $E$.

```lean
/-- For positive `E, α, q`, the barrier height is below the collision energy exactly when
`b⁴ < 2 α q² / E`. -/
theorem barrierHeight_lt_iff {E α q : ℝ} (b : ℝ) (hE : 0 < E) (hα : 0 < α) (hq : 0 < q) :
    barrierHeight E b α q < E ↔ b ^ 4 < 2 * α * q ^ 2 / E := by
  rw [barrierHeight, div_lt_iff₀ (by positivity), lt_div_iff₀ hE]
  constructor
  · intro h
    have h1 : E * (b ^ 4 * E) < E * (2 * α * q ^ 2) := by linarith
    exact lt_of_mul_lt_mul_left h1 hE.le
  · intro h
    have h1 := mul_lt_mul_of_pos_left h hE
    linarith
```

The criterion for capture includes head-on collisions, since it assumes only $b \ge 0$. If the pair is captured and $b>0$, evaluating the capture condition at $r_b$ gives $V_b < E$; the case $b=0$ is treated separately. Conversely, the completed square gives $V(r) \le V_b < E$ at every separation.

```lean
/-- For positive `E, α, q` and impact parameter `b ≥ 0`, capture occurs exactly when
`b⁴ < 2 α q² / E`. -/
theorem isCaptured_iff {E b α q : ℝ} (hE : 0 < E) (hb : 0 ≤ b) (hα : 0 < α) (hq : 0 < q) :
    IsCaptured E b α q ↔ b ^ 4 < 2 * α * q ^ 2 / E := by
  rw [← barrierHeight_lt_iff b hE hα hq]
  constructor
  · intro h
    rcases hb.eq_or_lt with h0 | h0
    · -- a head-on collision has no centrifugal barrier
      subst h0
      simpa [barrierHeight] using hE
    · obtain ⟨hpos, hmax, -⟩ := unique_maximum hE h0 hα hq
      rw [← hmax]
      exact h _ hpos
  · intro h r hr
    have h1 := barrierHeight_sub E b hα.ne' hq.ne' hr.ne'
    have h2 : 0 ≤ (α * q ^ 2 - E * b ^ 2 * r ^ 2) ^ 2 / (2 * α * q ^ 2 * r ^ 4) := by
      positivity
    linarith
```

For the area, `hset` identifies the capturing vectors with an open ball about the origin. The radius $b_c$ appears as a nested square root, and two uses of `Real.lt_sqrt` turn $\lVert x\rVert < b_c$ into the inequality for $\lVert x\rVert^4$. Mathlib's formula for the area of a disc does the rest.

```lean
/-- For positive `E, α, q`, the capture cross-section is `π √(2 α q² / E)`. -/
theorem crossSection_eq {E α q : ℝ} (hE : 0 < E) (hα : 0 < α) (hq : 0 < q) :
    crossSection E α q = Real.pi * Real.sqrt (2 * α * q ^ 2 / E) := by
  -- the capturing impact vectors fill an open disc
  have hset : {x : EuclideanSpace ℝ (Fin 2) | IsCaptured E ‖x‖ α q}
      = Metric.ball 0 (Real.sqrt (Real.sqrt (2 * α * q ^ 2 / E))) := by
    ext x
    rw [Set.mem_ofPred_eq, isCaptured_iff hE (norm_nonneg x) hα hq, mem_ball_zero_iff,
      Real.lt_sqrt (norm_nonneg x), Real.lt_sqrt (by positivity), ← pow_mul]
  have hs : 0 ≤ Real.sqrt (2 * α * q ^ 2 / E) := Real.sqrt_nonneg _
  rw [crossSection, hset, EuclideanSpace.volume_ball_fin_two]
  generalize Real.sqrt (2 * α * q ^ 2 / E) = s at hs ⊢
  simp [ENNReal.toReal_mul, ENNReal.toReal_pow, ENNReal.toReal_ofReal, Real.sq_sqrt hs,
    Real.pi_pos.le, mul_comm]
```

The last theorem inserts $E = mv^2/2$. The auxiliary equation `h` writes $2\alpha q^2/E$ as $(2q/v)^2(\alpha/m)$, so the square root yields the factor $2q/v$, and the speed cancels.

```lean
/-- Langevin capture rate: for positive reduced mass `m`, speed `v`, polarisability `α` and
charge `q`, the speed times the capture cross-section at energy `m v² / 2` is `2 π q √(α / m)`. -/
theorem langevin_rate {m v α q : ℝ} (hm : 0 < m) (hv : 0 < v) (hα : 0 < α) (hq : 0 < q) :
    v * crossSection (m * v ^ 2 / 2) α q = 2 * Real.pi * q * Real.sqrt (α / m) := by
  have h : 2 * α * q ^ 2 / (m * v ^ 2 / 2) = (2 * q / v) ^ 2 * (α / m) := by
    field_simp
  rw [crossSection_eq (by positivity) hα hq, h, Real.sqrt_mul (by positivity),
    Real.sqrt_sq (by positivity)]
  -- the speed cancels
  generalize Real.sqrt (α / m) = s
  field_simp

end

end LangevinCapture
```

```lean
#print axioms LangevinCapture.langevin_rate
```

```
'LangevinCapture.langevin_rate' depends on axioms: [propext, Classical.choice, Quot.sound]
```
